# Connected correlators of two independent commuting fields add at every order

Take two independent fluctuating fields φ and φ', each treated as a single commuting variable, and look at second order. Write m_n = ⟨φⁿ⟩ for the full correlators and κ_n for the connected ones, so that m_1 = κ_1 and m_2 = κ_2 + κ_1², with primes for φ'. The second correlator of the sum φ + φ' is

    M_2 = m_2 + 2 m_1 m'_1 + m'_2
        = (κ_2 + κ'_2) + (κ_1 + κ'_1)²

The cross term completes the square, and what remains connected is κ_2 + κ'_2. I know the claim that this happens at every order, usually argued by taking the logarithm of a generating function. I would like to see it derived from the recursion for the correlators alone, without convergence questions or division by factorials, and checked by a proof assistant. Do the full correlators also fix the connected ones, so that the sum is the only possible answer?

## The recursion as a differential equation for sequences

Yes to both. The connected correlators define the full ones by m_0 = 1 and

    m_(n+1) = Σ_(k=0..n) C(n,k) κ_(k+1) m_(n−k)

One field is singled out and joined to k of the n others in a connected cluster; the remaining n−k fields form a full correlator. For independent fields that commute, the binomial theorem and the factorisation of averages give

    M_n = Σ_(k=0..n) C(n,k) m_k m'_(n−k)

For any sequences f and g, define a shift D and a binomial product ⋆:

    (Df)_n = f_(n+1)
    (f ⋆ g)_n = Σ_(k=0..n) C(n,k) f_k g_(n−k)

The recursion then reads Dm = Dκ ⋆ m, and M = m ⋆ m'.

**Leibniz rule.** By definition,

    (D(f ⋆ g))_n = Σ_(k=0..n+1) C(n+1,k) f_k g_(n+1−k)

For k ≥ 1, Pascal's rule gives C(n+1,k) = C(n,k−1) + C(n,k). The first part, with k = j+1, is

    Σ_(j=0..n) C(n,j) f_(j+1) g_(n−j) = (Df ⋆ g)_n

The second part, together with the k = 0 term, is

    Σ_(k=0..n+1) C(n,k) f_k g_(n+1−k) = (f ⋆ Dg)_n

because C(n,n+1) = 0 removes the last term. Hence D(f ⋆ g) = Df ⋆ g + f ⋆ Dg.

**Order and bracketing.** At order 0 the product is f_0 g_0, which is commutative and associative. Suppose commutativity holds at order n for all sequences. Then

    (f ⋆ g)_(n+1) = (Df ⋆ g)_n + (f ⋆ Dg)_n
                  = (g ⋆ Df)_n + (Dg ⋆ f)_n
                  = (g ⋆ f)_(n+1)

For three factors, the Leibniz rule and additivity give

    ((f ⋆ g) ⋆ h)_(n+1) = ((Df ⋆ g) ⋆ h)_n + ((f ⋆ Dg) ⋆ h)_n + ((f ⋆ g) ⋆ Dh)_n
    (f ⋆ (g ⋆ h))_(n+1) = (Df ⋆ (g ⋆ h))_n + (f ⋆ (Dg ⋆ h))_n + (f ⋆ (g ⋆ Dh))_n

and the terms agree one by one by the induction hypothesis.

**Additivity.** Now

    DM = Dm ⋆ m' + m ⋆ Dm'
       = (Dκ ⋆ m) ⋆ m' + m ⋆ (Dκ' ⋆ m')
       = Dκ ⋆ (m ⋆ m') + Dκ' ⋆ (m ⋆ m')
       = (Dκ + Dκ') ⋆ M

This is the original recursion with κ + κ'. Since M_0 = 1 and each M_(n+1) is fixed by lower orders, M is the sequence of full correlators built from κ + κ'.

**Converse.** The k = n term of the recursion has coefficient C(n,n) m_0 = 1, so

    κ_(n+1) = m_(n+1) − Σ_(k=0..n−1) C(n,k) κ_(k+1) m_(n−k)

The full correlators therefore determine the connected ones order by order, without division.

**A constant background.** If κ_1 = c and all higher connected correlators vanish, the recursion is m_(n+1) = c m_n, so m_n = cⁿ. Adding this background to another field gives

    M_n = Σ_(k=0..n) C(n,k) m_k c^(n−k)

## What the Lean statements say about fields

The values lie in a commutative ring `R`, such as the real numbers, the complex numbers or polynomials in a coupling constant. A sequence `κ : ℕ → R` holds the connected correlators, and `correlator κ` is the full sequence. The entry `κ 0` is never used, which is why the theorems compare connected correlators at `n + 1`. `sourceDeriv` is D and `binConv` is ⋆.

`independent_sum_recursion` states that M obeys the recursion with κ + κ'. `connected_correlators_add_iff` answers the second question: a sequence `l` reproduces the binomial formula for M at every order exactly when `l (n + 1) = κ (n + 1) + κ' (n + 1)` for every `n`.

Independence enters through the binomial formula for M; the file contains no averages from which to derive it. Without independence, additivity can fail already at second order. Let φ be ±1 with equal probability and let φ' = φ. Then κ_1 = κ'_1 = 0 and κ_2 = κ'_2 = 1, but φ + φ' = ±2 has second connected correlator 4, not 2.

The model has one commuting variable per field, with no position labels, operator ordering or fermionic signs. Within that one-variable setting, the result applies to cumulant expansions in simulation: if an energy difference is a sum of two statistically independent contributions, its cumulants are the sums of theirs.

```lean
import Mathlib

open Finset

namespace ConnectedCorrelators

variable {R : Type*} [CommRing R]

/-- The full correlators built recursively from the connected correlators `κ 1, κ 2, …`:
one field is singled out and joined to `k` of the `n` others in a connected cluster. -/
def correlator (κ : ℕ → R) : ℕ → R
  | 0 => 1
  | n + 1 => ∑ k : Fin (n + 1),
      (n.choose (k : ℕ) : R) * κ ((k : ℕ) + 1) * correlator κ (n - (k : ℕ))
  decreasing_by omega

/-- The binomial product of two sequences: `n` fields are distributed over two factors. -/
def binConv (f g : ℕ → R) (n : ℕ) : R :=
  ∑ k ∈ range (n + 1), (n.choose k : R) * f k * g (n - k)

/-- The source derivative, which inserts one more field: it shifts a sequence by one place. -/
def sourceDeriv (f : ℕ → R) (n : ℕ) : R := f (n + 1)

/-- The source derivative obeys the Leibniz rule on binomial products. -/
theorem sourceDeriv_binConv (f g : ℕ → R) :
    sourceDeriv (binConv f g) = binConv (sourceDeriv f) g + binConv f (sourceDeriv g) := by
  funext n
  show ∑ k ∈ range (n + 1 + 1), ((n + 1).choose k : R) * f k * g (n + 1 - k)
    = ∑ k ∈ range (n + 1), (n.choose k : R) * f (k + 1) * g (n - k)
      + ∑ k ∈ range (n + 1), (n.choose k : R) * f k * g (n - k + 1)
  -- extend the last sum by a vanishing term, then split off its first term
  have e : ∑ k ∈ range (n + 1), (n.choose k : R) * f k * g (n - k + 1)
      = ∑ k ∈ range (n + 1 + 1), (n.choose k : R) * f k * g (n + 1 - k) := by
    rw [sum_range_succ _ (n + 1), Nat.choose_succ_self]
    simp only [Nat.cast_zero, zero_mul, add_zero]
    refine sum_congr rfl fun k hk => ?_
    have hk' := mem_range.1 hk
    rw [show n + 1 - k = n - k + 1 by omega]
  rw [e, sum_range_succ' _ (n + 1), sum_range_succ' _ (n + 1), ← add_assoc,
    ← sum_add_distrib]
  congr 1
  · refine sum_congr rfl fun k _ => ?_
    -- Pascal's rule
    rw [Nat.choose_succ_succ', Nat.cast_add, Nat.add_sub_add_right]
    ring
  · simp

theorem binConv_add_left (f g h : ℕ → R) :
    binConv (f + g) h = binConv f h + binConv g h := by
  funext n
  simp only [binConv, Pi.add_apply, mul_add, add_mul, sum_add_distrib]

/-- The binomial product does not depend on the order of its factors. -/
theorem binConv_comm (f g : ℕ → R) : binConv f g = binConv g f := by
  funext n
  induction n generalizing f g with
  | zero => simp [binConv, mul_comm]
  | succ n ih =>
    change sourceDeriv (binConv f g) n = sourceDeriv (binConv g f) n
    rw [sourceDeriv_binConv f g, sourceDeriv_binConv g f, Pi.add_apply, Pi.add_apply,
      ih (sourceDeriv f) g, ih f (sourceDeriv g), add_comm]

/-- The binomial product of three sequences does not depend on the bracketing. -/
theorem binConv_assoc (f g h : ℕ → R) :
    binConv (binConv f g) h = binConv f (binConv g h) := by
  have add_right (a b c : ℕ → R) : binConv a (b + c) = binConv a b + binConv a c := by
    rw [binConv_comm, binConv_add_left, binConv_comm b, binConv_comm c]
  funext n
  induction n generalizing f g h with
  | zero => simp [binConv, mul_assoc]
  | succ n ih =>
    change sourceDeriv (binConv (binConv f g) h) n = sourceDeriv (binConv f (binConv g h)) n
    simp only [sourceDeriv_binConv, binConv_add_left, add_right, Pi.add_apply, ih, add_assoc]

/-- The recursion in compact form: the source derivative of the full correlators is the
binomial product of the differentiated connected correlators with the full ones. -/
theorem sourceDeriv_correlator (κ : ℕ → R) :
    sourceDeriv (correlator κ) = binConv (sourceDeriv κ) (correlator κ) := by
  funext n
  simp only [sourceDeriv, binConv]
  rw [correlator, Finset.sum_range]

/-- A normalised sequence that obeys the recursion is the sequence of full correlators. -/
theorem correlator_unique (κ m : ℕ → R) (h0 : m 0 = 1)
    (h : sourceDeriv m = binConv (sourceDeriv κ) m) : m = correlator κ := by
  funext n
  induction n using Nat.strong_induction_on with
  | _ n ih =>
    cases n with
    | zero => rw [h0, correlator]
    | succ n =>
      change sourceDeriv m n = sourceDeriv (correlator κ) n
      rw [h, sourceDeriv_correlator]
      refine sum_congr rfl fun k _ => ?_
      rw [ih (n - k) (by omega)]

/-- The binomial product of two sequences of full correlators obeys the recursion whose connected
correlators are the sums `κ + κ'`. -/
theorem independent_sum_recursion (κ κ' : ℕ → R) (n : ℕ) :
    binConv (correlator κ) (correlator κ') (n + 1)
      = ∑ k ∈ range (n + 1), (n.choose k : R) * (κ (k + 1) + κ' (k + 1))
          * binConv (correlator κ) (correlator κ') (n - k) := by
  change sourceDeriv (binConv (correlator κ) (correlator κ')) n
    = binConv (sourceDeriv κ + sourceDeriv κ') (binConv (correlator κ) (correlator κ')) n
  -- Leibniz rule, then move each connected factor to the front
  rw [sourceDeriv_binConv, sourceDeriv_correlator κ, sourceDeriv_correlator κ',
    binConv_assoc (sourceDeriv κ), ← binConv_assoc (correlator κ) (sourceDeriv κ'),
    binConv_comm (correlator κ) (sourceDeriv κ'), binConv_assoc (sourceDeriv κ'),
    binConv_add_left]

/-- Adding connected correlators order by order gives the binomial product of the full
correlators. -/
theorem correlator_add (κ κ' : ℕ → R) :
    correlator (κ + κ') = binConv (correlator κ) (correlator κ') := by
  symm
  apply correlator_unique
  · simp [binConv, correlator]
  · funext n
    exact independent_sum_recursion κ κ' n

/-- Two sets of connected correlators give the same full correlators exactly when they agree
at every order from one upwards. -/
theorem correlator_eq_iff (κ κ' : ℕ → R) :
    correlator κ = correlator κ' ↔ ∀ n, κ (n + 1) = κ' (n + 1) := by
  constructor
  · intro h n
    induction n using Nat.strong_induction_on with
    | _ n ih =>
      have h1 : binConv (sourceDeriv κ) (correlator κ) n
          = binConv (sourceDeriv κ') (correlator κ) n := by
        rw [← sourceDeriv_correlator, h, ← sourceDeriv_correlator]
      unfold binConv at h1
      have hs : ∑ k ∈ range n, (n.choose k : R) * sourceDeriv κ k * correlator κ (n - k)
          = ∑ k ∈ range n, (n.choose k : R) * sourceDeriv κ' k * correlator κ (n - k) :=
        sum_congr rfl fun k hk => by
          rw [show sourceDeriv κ k = sourceDeriv κ' k from ih k (mem_range.1 hk)]
      -- only the fully connected term is left
      rw [sum_range_succ, sum_range_succ, hs] at h1
      have h2 := add_left_cancel h1
      simpa [sourceDeriv, correlator] using h2
  · intro h
    apply correlator_unique
    · rw [correlator]
    · rw [sourceDeriv_correlator, show sourceDeriv κ = sourceDeriv κ' from funext h]

/-- The full correlators built from `l` are the binomial product of those built from `κ` and `κ'`
exactly when `l` agrees with the sum of `κ` and `κ'` at every order from one upwards. -/
theorem connected_correlators_add_iff (κ κ' l : ℕ → R) :
    (∀ n, correlator l n
        = ∑ k ∈ range (n + 1), (n.choose k : R) * correlator κ k * correlator κ' (n - k))
      ↔ ∀ n, l (n + 1) = κ (n + 1) + κ' (n + 1) := by
  have h := correlator_eq_iff l (κ + κ')
  rw [correlator_add] at h
  exact funext_iff.symm.trans h

/-- The connected correlators of a constant classical field `c`: only the first is present. -/
def classicalField (c : R) (n : ℕ) : R := if n = 1 then c else 0

/-- The full correlators of a constant classical field are its powers. -/
theorem correlator_classicalField (c : R) :
    correlator (classicalField c) = fun n => c ^ n := by
  symm
  apply correlator_unique
  · simp
  · funext n
    show c ^ (n + 1) = ∑ k ∈ range (n + 1),
      (n.choose k : R) * classicalField c (k + 1) * c ^ (n - k)
    rw [sum_range_succ']
    simp [classicalField, pow_succ']

/-- Adding a constant background `c` to the first connected correlator expands the full
correlators binomially in powers of `c`. -/
theorem correlator_background_shift (κ : ℕ → R) (c : R) (n : ℕ) :
    correlator (κ + classicalField c) n
      = ∑ k ∈ range (n + 1), (n.choose k : R) * correlator κ k * c ^ (n - k) := by
  rw [correlator_add, correlator_classicalField]
  rfl

end ConnectedCorrelators
```

```lean
#print axioms ConnectedCorrelators.connected_correlators_add_iff
#print axioms ConnectedCorrelators.correlator_background_shift
```

```
'ConnectedCorrelators.connected_correlators_add_iff' depends on axioms: [propext, Classical.choice, Quot.sound]
'ConnectedCorrelators.correlator_background_shift' depends on axioms: [propext, Classical.choice, Quot.sound]
```

## How the Lean proof follows the algebra

`sourceDeriv_binConv` is the Leibniz rule. Its intermediate equation `e` extends the f ⋆ Dg sum by the vanishing term with C(n,n+1). `sum_range_succ'` then splits off the k = 0 terms, and `Nat.choose_succ_succ'` supplies Pascal's rule for the rest.

`binConv_comm` and `binConv_assoc` are the two inductions above. The word `generalizing` matters in both: the induction hypothesis must apply to shifted sequences such as Df, not only to the original ones. `binConv_add_left` provides additivity.

`sourceDeriv_correlator` puts the recursion into the form Dm = Dκ ⋆ m. `correlator_unique` shows by strong induction that a sequence starting at 1 and satisfying this equation is `correlator κ`, since the right-hand side at order n involves only entries up to n.

In `independent_sum_recursion`, the chain of rewrites is the calculation of DM: the Leibniz rule, the two recursions, then associativity and commutativity to bring Dκ and Dκ' to the front. The final `binConv_add_left` splits the target's factor Dκ + Dκ' to match. `correlator_add` combines this with uniqueness.

`correlator_eq_iff` contains the converse. Equal full correlators give equal recursion sums; the induction hypothesis identifies all terms with k < n, `add_left_cancel` removes them, and the remaining k = n term gives equality of the connected correlators at order n + 1. Applying this to `l` and `κ + κ'`, and rewriting with `correlator_add`, proves `connected_correlators_add_iff`.

For the background, `correlator_classicalField` verifies that the powers of `c` satisfy the recursion and invokes uniqueness. `correlator_background_shift` inserts those powers into `correlator_add`.
